# For an isolated dimer of two spins one-half with singlet–triplet gap G > 0, the zero-field susceptibility has a single maximum, at k_BT = G/x with 1.60 < x < 1.61

Q: Take two spins one-half whose singlet lies at energy 0 and whose triplet lies one unit higher. With Boltzmann's constant and the moment unit set to 1, I get a zero-field susceptibility of about 0.139 at temperature 1/4, 0.385 at 1/2, 0.350 at 1 and 0.215 at 2. What turns it over?

A: Two opposing effects. The singlet has no moment, so at low temperature the response waits for the triplet to be populated. At high temperature the triplet is populated, but thermal disorder weakens the response as one over the temperature. For a gap $G$ and temperature $T$, your numbers come from

$$\chi(T)=\frac{2}{T\,(3+e^{G/T})},$$

where the exponential carries the first effect and the prefactor $1/T$ the second.

Q: I doubt that the formal version starts from physics. It could simply define $\chi$ by that formula.

A: It starts from the four levels. In a field $h$, measured in energy units, a triplet state with moment $m=1,0,-1$ has energy $G-mh$.

```lean
import Mathlib

open Real

namespace SpinDimerSusceptibility

noncomputable section

/-- Energies of a spin dimer in a field `h`: a singlet at zero and a triplet at `G`, split by
the field. -/
def energy (G h : ℝ) : Fin 4 → ℝ := ![0, G - h, G, G + h]

/-- Magnetic moments along the field of the four levels, in the same order. -/
def moment : Fin 4 → ℝ := ![0, 1, 0, -1]
```

`Fin 4` labels the levels, and both lists use the same order: singlet, then $m=1,0,-1$. The Boltzmann sum $Z$ and the thermal average $M$ of the moment are written over these labels.

```lean
/-- Partition function of the dimer at temperature `T ≠ 0`, with Boltzmann's constant one. -/
def partitionFn (G T h : ℝ) : ℝ := ∑ i, exp (-energy G h i / T)

/-- Thermal average of the magnetic moment at temperature `T ≠ 0`. -/
def magnetization (G T h : ℝ) : ℝ :=
  (∑ i, moment i * exp (-energy G h i / T)) / partitionFn G T h
```

The susceptibility is then $T$ times an actual second derivative of $\ln Z$, taken at $h=0$.

```lean
/-- Zero-field susceptibility: `T` times the second field derivative of `ln Z` at `h = 0`,
for `T ≠ 0`. -/
def susceptibility (G T : ℝ) : ℝ :=
  T * deriv (deriv (fun h => log (partitionFn G T h))) 0
```

Q: Where is the exchange coupling?

A: Inside $G$. The levels are an input here, not the output of diagonalising a spin Hamiltonian. For $J\,\mathbf S_1\cdot\mathbf S_2$ the gap is $G=J$; if the coupling is written $2J\,\mathbf S_1\cdot\mathbf S_2$, it is $2J$. Placing the singlet at zero is harmless, because a common energy shift adds a field-independent constant to $\ln Z$.

Q: Then do the sums.

A: The two split levels contribute $e^{-G/T}(e^{h/T}+e^{-h/T})$, so

$$Z=1+e^{-G/T}\bigl(1+2\cosh(h/T)\bigr),\qquad M=\frac{2e^{-G/T}\sinh(h/T)}{Z}.$$

The next two theorems state exactly this. Their proofs expand the four terms, factor the exponentials and use the definitions of $\cosh$ and $\sinh$.

```lean
/-- The sum over the four levels in closed form. -/
theorem partitionFn_eq (G T h : ℝ) :
    partitionFn G T h = 1 + exp (-G / T) * (1 + 2 * cosh (h / T)) := by
  have e : partitionFn G T h = exp (-0 / T) + exp (-(G - h) / T) + exp (-G / T)
      + exp (-(G + h) / T) := Fin.sum_univ_four _
  have h1 : exp (-(G - h) / T) = exp (-G / T) * exp (h / T) := by
    rw [← Real.exp_add]; congr 1; ring
  have h2 : exp (-(G + h) / T) = exp (-G / T) * exp (-(h / T)) := by
    rw [← Real.exp_add]; congr 1; ring
  rw [e, h1, h2, Real.cosh_eq, neg_zero, zero_div, Real.exp_zero]
  ring

/-- The thermal average of the moment in closed form. -/
theorem magnetization_eq (G T h : ℝ) :
    magnetization G T h =
      2 * exp (-G / T) * sinh (h / T) / (1 + exp (-G / T) * (1 + 2 * cosh (h / T))) := by
  have e : ∑ i, moment i * exp (-energy G h i / T) = 0 * exp (-0 / T)
      + 1 * exp (-(G - h) / T) + 0 * exp (-G / T) + (-1) * exp (-(G + h) / T) :=
    Fin.sum_univ_four _
  have h1 : exp (-(G - h) / T) = exp (-G / T) * exp (h / T) := by
    rw [← Real.exp_add]; congr 1; ring
  have h2 : exp (-(G + h) / T) = exp (-G / T) * exp (-(h / T)) := by
    rw [← Real.exp_add]; congr 1; ring
  rw [magnetization, partitionFn_eq, e, h1, h2, Real.sinh_eq]
  congr 1
  ring
```

Q: Is $M$ really the field derivative of $T\ln Z$, or is that assumed?

A: It is proved. Since $\partial_h\cosh(h/T)=\sinh(h/T)/T$,

$$T\,\partial_h\ln Z=\frac{T}{Z}\cdot\frac{2e^{-G/T}\sinh(h/T)}{T}=M.$$

In the proof, `hZ` is the derivative of $Z$, `hpos` says that $Z>0$, and the last line cancels $T\cdot(1/T)$.

```lean
/-- At `T ≠ 0` the field derivative of `T ln Z` is the thermal average of the moment. -/
theorem hasDerivAt_log_partitionFn (G h : ℝ) {T : ℝ} (hT : T ≠ 0) :
    HasDerivAt (fun h => T * log (partitionFn G T h)) (magnetization G T h) h := by
  have hZ : HasDerivAt (fun h => 1 + exp (-G / T) * (1 + 2 * cosh (h / T)))
      (exp (-G / T) * (2 * (sinh (h / T) * (1 / T)))) h :=
    (((((hasDerivAt_id' h).div_const T).cosh.const_mul 2).const_add 1).const_mul _).const_add 1
  have hpos : 0 < 1 + exp (-G / T) * (1 + 2 * cosh (h / T)) := by
    have := Real.cosh_pos (h / T)
    positivity
  have hTT : T * (1 / T) = 1 := mul_one_div_cancel hT
  simp only [partitionFn_eq, magnetization_eq]
  refine ((hZ.log hpos.ne').const_mul T).congr_deriv ?_
  linear_combination (2 * exp (-G / T) * sinh (h / T) /
    (1 + exp (-G / T) * (1 + 2 * cosh (h / T)))) * hTT
```

Now differentiate $M$ at $h=0$. The quotient rule has a term with $\partial_hZ$, which vanishes because $\sinh 0=0$. What remains is

$$M'(0)=\frac{2e^{-G/T}/T}{1+3e^{-G/T}}=\frac{2}{T(3+e^{G/T})}.$$

The theorem states this for $T\,M$, which removes one factor of $T$ from the denominator.

```lean
/-- At `T ≠ 0`, the zero-field slope of `T` times the magnetization is
`2 / (3 + exp (G / T))`. -/
theorem hasDerivAt_magnetization (G : ℝ) {T : ℝ} (hT : T ≠ 0) :
    HasDerivAt (fun h => T * magnetization G T h) (2 / (3 + exp (G / T))) 0 := by
  have hZ : HasDerivAt (fun h => 1 + exp (-G / T) * (1 + 2 * cosh (h / T)))
      (exp (-G / T) * (2 * (sinh (0 / T) * (1 / T)))) 0 :=
    (((((hasDerivAt_id' 0).div_const T).cosh.const_mul 2).const_add 1).const_mul _).const_add 1
  have hN : HasDerivAt (fun h => 2 * exp (-G / T) * sinh (h / T))
      (2 * exp (-G / T) * (cosh (0 / T) * (1 / T))) 0 :=
    ((hasDerivAt_id' 0).div_const T).sinh.const_mul _
  have hpos : 0 < 1 + exp (-G / T) * (1 + 2 * cosh (0 / T)) := by
    have := Real.cosh_pos (0 / T)
    positivity
  simp only [magnetization_eq]
  refine ((hN.fun_div hZ hpos.ne').const_mul T).congr_deriv ?_
  have ha : exp (-G / T) = (exp (G / T))⁻¹ := by rw [neg_div, Real.exp_neg]
  have hb := Real.exp_pos (G / T)
  rw [ha]
  simp only [zero_div, Real.cosh_zero, Real.sinh_zero]
  clear hZ hN hpos ha
  generalize exp (G / T) = b at hb ⊢
  have hz : 1 + b⁻¹ * (1 + 2 * 1) = (3 + b) / b := by
    rw [eq_div_iff hb.ne']
    linear_combination 3 * inv_mul_cancel₀ hb.ne'
  rw [hz]
  simp only [mul_zero, zero_mul, sub_zero, one_mul]
  field_simp
```

Q: And the second derivative in the definition?

A: The first derivative of $\ln Z$ is $M/T$ at every field, so $T\,\partial_h^2\ln Z=M'(0)$ at $h=0$. Lean's `deriv` returns 0 where a function has no derivative, but the two preceding theorems use `HasDerivAt`, which includes differentiability, so the value below is a genuine one. The theorem also records that $\chi>0$.

```lean
/-- For `T > 0` the zero-field susceptibility is positive and equals
`2 / (T (3 + exp (G / T)))`. -/
theorem susceptibility_eq (G : ℝ) {T : ℝ} (hT : 0 < T) :
    0 < susceptibility G T ∧ susceptibility G T = 2 / (T * (3 + exp (G / T))) := by
  have hd : deriv (fun h => log (partitionFn G T h)) =
      fun h => T * magnetization G T h / T ^ 2 := by
    funext h
    have h1 := (hasDerivAt_log_partitionFn G h hT.ne').div_const T
    simp only [mul_div_cancel_left₀ _ hT.ne'] at h1
    rw [h1.deriv]
    field_simp
  have hb := Real.exp_pos (G / T)
  have he : susceptibility G T = 2 / (T * (3 + exp (G / T))) := by
    rw [susceptibility, hd, ((hasDerivAt_magnetization G hT.ne').div_const (T ^ 2)).deriv]
    generalize exp (G / T) = b at hb ⊢
    field_simp
  exact ⟨by rw [he]; positivity, he⟩
```

Q: I once dropped the outer factor $T$ and still got a respectable-looking peak.

A: That mistake survives a glance at the plot. Without the factor you are maximising $\chi/T$, which also rises and falls. With $y=G/T$, setting the derivative of $y^2/(3+e^y)$ to zero gives $(y-2)e^y=6$, so $y$ is near 2.5 instead of 1.6. A gap read from a measured peak temperature would come out more than half again too large.

Q: With the right factor, I would differentiate $\chi$ and find a stationary point. That alone doesn't make it a global maximum.

A: A tangent line settles it without any study of the curve. In terms of $y=G/T$,

$$\chi=\frac{2}{G}\,\frac{y}{3+e^y},$$

and the stationary point $y=x$ satisfies $3+e^x=xe^x$, that is, $(x-1)e^x=3$. The exponential lies strictly above its tangent at $x$, so for $y\ne x$

$$e^y>e^x(1+y-x)=ye^x-(x-1)e^x=ye^x-3.$$

Hence $ye^x<3+e^y$. The proof takes the strict inequality $1+t<e^t$ for $t=y-x\neq0$ and multiplies it by $e^x$.

```lean
/-- If `(x - 1) exp x = 3`, then `y exp x < 3 + exp y` for every `y` other than `x`. -/
theorem tangent_bound {x y : ℝ} (hx : (x - 1) * exp x = 3) (hy : y ≠ x) :
    y * exp x < 3 + exp y := by
  -- the exponential lies strictly above its tangent at `x`
  have h := mul_lt_mul_of_pos_left (Real.add_one_lt_exp (sub_ne_zero.2 hy)) (Real.exp_pos x)
  rw [← Real.exp_add, show x + (y - x) = y by ring] at h
  linarith
```

Q: Does such an $x$ exist, and only once?

A: Yes. The fifth power of $e^{1.6}$ is $e^8$, and known decimal bounds on $e$ then give $4.92<e^{1.6}<5$. So $(x-1)e^x$ is below $0.6\cdot5=3$ at $x=1.60$ and above $0.61\cdot4.92>3$ at $x=1.61$. The intermediate value theorem supplies a root strictly between them.

For uniqueness, suppose that $x$ and $y$ are different roots. Both exceed 1, since the product is positive. The tangent bound gives $ye^x<3+e^y=ye^y$, so $e^x<e^y$. Exchanging the roots gives $e^y<e^x$, a contradiction.

```lean
/-- The equation `(x - 1) exp x = 3` has exactly one real solution, and it lies between
1.60 and 1.61. -/
theorem peak_root : ∃ x : ℝ, 1.60 < x ∧ x < 1.61 ∧ (x - 1) * exp x = 3 ∧
    ∀ y : ℝ, (y - 1) * exp y = 3 → y = x := by
  have h5 : exp (8 / 5) ^ 5 = exp 1 ^ 8 := by
    rw [← Real.exp_nat_mul, ← Real.exp_nat_mul]; norm_num
  have hup : exp (8 / 5) < 5 := by
    refine lt_of_pow_lt_pow_left₀ 5 (by norm_num) ?_
    rw [h5]
    calc exp 1 ^ 8 < 2.7182818286 ^ 8 :=
          pow_lt_pow_left₀ Real.exp_one_lt_d9 (Real.exp_pos 1).le (by norm_num)
      _ < 5 ^ 5 := by norm_num
  have hlo : 4.92 < exp (8 / 5) := by
    refine lt_of_pow_lt_pow_left₀ 5 (Real.exp_pos _).le ?_
    rw [h5]
    calc (4.92 : ℝ) ^ 5 < 2.7182818283 ^ 8 := by norm_num
      _ < exp 1 ^ 8 := pow_lt_pow_left₀ Real.exp_one_gt_d9 (by norm_num) (by norm_num)
  have hmono : exp (8 / 5) < exp (161 / 100) := Real.exp_lt_exp.2 (by norm_num)
  have hc : ContinuousOn (fun x : ℝ => (x - 1) * exp x) (Set.Icc (8 / 5) (161 / 100)) := by
    fun_prop
  have hmem : (3 : ℝ) ∈ Set.Ioo ((8 / 5 - 1) * exp (8 / 5))
      ((161 / 100 - 1) * exp (161 / 100)) := ⟨by linarith, by linarith⟩
  obtain ⟨x, ⟨hx1, hx2⟩, hx⟩ := intermediate_value_Ioo (by norm_num) hc hmem
  dsimp only at hx
  refine ⟨x, by norm_num; linarith, by norm_num; linarith, hx, fun y hy => ?_⟩
  by_contra hne
  have hy1 : 0 < y - 1 := by
    by_contra h
    nlinarith [mul_nonneg (neg_nonneg.2 (not_lt.1 h)) (Real.exp_pos y).le]
  -- two different roots would each have the larger exponential
  have h1 : y * exp x < y * exp y := by linarith [tangent_bound hx hne]
  have h2 : x * exp y < x * exp x := by linarith [tangent_bound hy (Ne.symm hne)]
  have h3 := lt_of_mul_lt_mul_left h1 (by linarith)
  have h4 := lt_of_mul_lt_mul_left h2 (by linarith)
  linarith
```

Q: What is the height of the peak?

A: At $y=x$ the denominator $3+e^x$ equals $xe^x$, so

$$\chi_{\max}=\frac{2}{G}e^{-x}=\frac{2(x-1)}{3G}.$$

The height therefore fixes the gap as well, once the moment unit is known. The proof substitutes $T=G/x$ into the closed formula and simplifies the denominator in the same way.

```lean
/-- For `G > 0` and `(x - 1) exp x = 3`, the susceptibility `χ` at temperature `G / x`
satisfies `3 G χ = 2 (x - 1)`. -/
theorem peak_height {G x : ℝ} (hG : 0 < G) (hx : (x - 1) * exp x = 3) :
    3 * G * susceptibility G (G / x) = 2 * (x - 1) := by
  have hx1 : 0 < x - 1 := by
    by_contra h
    nlinarith [mul_nonneg (neg_nonneg.2 (not_lt.1 h)) (Real.exp_pos x).le]
  have hx0 : 0 < x := by linarith
  have hE := Real.exp_pos x
  have hd : G / (G / x) = x := by field_simp
  have hden : G / x * (3 + exp x) = G * exp x := by
    rw [show 3 + exp x = x * exp x by linarith, ← mul_assoc, div_mul_cancel₀ _ hx0.ne']
  rw [(susceptibility_eq G (div_pos hG hx0)).2, hd, hden, ← mul_div_assoc,
    div_eq_iff (mul_pos hG hE).ne']
  linear_combination (-2 * G) * hx
```

Q: Now the main statement. Could its $x$ secretly depend on the gap?

A: The order of the quantifiers rules that out: one $x$ is chosen first, and then the claim is made for every $G>0$. For every $T>0$ other than $G/x$, the susceptibility is strictly smaller than at $G/x$. That is a unique global maximum over all positive temperatures.

By hand, divide the tangent bound by $e^x(3+e^y)$ and multiply by $2/G$:

$$\chi(T)=\frac{2}{G}\frac{y}{3+e^y}<\frac{2}{G}e^{-x}=\chi(G/x).$$

The proof keeps the denominators cleared: `k1` multiplies the bound by $(x-1)T$, `k2` evaluates its left side as $3G$, and `k3` compares $3G\chi$ at the two temperatures.

```lean
/-- There is a number `x` between 1.60 and 1.61 with `(x - 1) exp x = 3` such that, for every
gap `G > 0`, the susceptibility over `T > 0` is largest at `T = G / x` and nowhere else. -/
theorem susceptibility_unique_max : ∃ x : ℝ, 1.60 < x ∧ x < 1.61 ∧ (x - 1) * exp x = 3 ∧
    ∀ G > 0, ∀ T > 0, T ≠ G / x → susceptibility G T < susceptibility G (G / x) := by
  obtain ⟨x, hx1, hx2, hx, -⟩ := peak_root
  refine ⟨x, hx1, hx2, hx, fun G hG T hT hne => ?_⟩
  have hx0 : 0 < x - 1 := by norm_num at hx1; linarith
  have hy : G / T ≠ x := by
    intro h
    apply hne
    rw [← h]
    field_simp
  -- the tangent bound at `y = G / T`, multiplied by `(x - 1) T`
  have k1 := mul_lt_mul_of_pos_left (tangent_bound hx hy) (mul_pos hx0 hT)
  have k2 : (x - 1) * T * (G / T * exp x) = 3 * G := by
    have hc : G / T * T = G := div_mul_cancel₀ _ hT.ne'
    linear_combination (x - 1) * exp x * hc + G * hx
  have hpos : 0 < T * (3 + exp (G / T)) := by positivity
  have k3 : 3 * G * susceptibility G T < 3 * G * susceptibility G (G / x) := by
    rw [peak_height hG hx, (susceptibility_eq G hT).2, ← mul_div_assoc, div_lt_iff₀ hpos]
    linarith
  exact lt_of_mul_lt_mul_left k3 (by linarith)
```

Q: If I see a maximum, may I conclude that the ground state is a singlet?

A: Within this four-level model, yes. If $G\le0$, the triplet is level with the singlet or below it. Raising $T$ then never lowers $G/T$, so $T(3+e^{G/T})$ strictly increases and $\chi$ strictly falls. At $G=0$ it is $1/(2T)$, the Curie law of two free spins. In the theorem, `StrictAntiOn` on `Set.Ioi 0` means strictly decreasing for $T>0$; `hle` compares the exponents, and the last step compares the denominators.

```lean
/-- If the triplet does not lie above the singlet (`G ≤ 0`), the susceptibility decreases
strictly with temperature on `T > 0`. -/
theorem susceptibility_strictAntiOn {G : ℝ} (hG : G ≤ 0) :
    StrictAntiOn (susceptibility G) (Set.Ioi 0) := by
  intro S hS T hT hST
  have hS' : 0 < S := hS
  have hT' : 0 < T := hT
  have hle : G / S ≤ G / T := by
    rw [div_le_div_iff₀ hS' hT']
    nlinarith
  have he := Real.exp_le_exp.2 hle
  rw [(susceptibility_eq G hS').2, (susceptibility_eq G hT').2]
  exact div_lt_div_of_pos_left two_pos (by positivity)
    (mul_lt_mul hST (by linarith) (by positivity) hT'.le)

end

end SpinDimerSusceptibility
```

```lean
#print axioms SpinDimerSusceptibility.susceptibility_unique_max
-- 'SpinDimerSusceptibility.susceptibility_unique_max' depends on axioms: [propext, Classical.choice, Quot.sound]
#print axioms SpinDimerSusceptibility.susceptibility_strictAntiOn
-- 'SpinDimerSusceptibility.susceptibility_strictAntiOn' depends on axioms: [propext, Classical.choice, Quot.sound]
```

Q: And for a real compound?

A: The model is an isolated dimer with one isotropic moment unit. It has no coupling between dimers, no zero-field splitting of the triplet, no paramagnetic impurities and no temperature-independent background, and any of these can alter the measured curve. For a compound close to that limit, a singlet–triplet gap from a broken-symmetry calculation, after mapping to the spin levels, can be turned into a predicted peak temperature: in ordinary units, $k_BT_{\max}=G/x$, with $k_B$ Boltzmann's constant. The formula carries over whatever error the computed gap has.
